# The confluent Christoffel-Darboux formula for Lanczos polynomials

In the Lanczos method, real diagonal coefficients `a` and off-diagonal coefficients `b` generate polynomials p_j by a three-term recurrence starting from p_0 = 1. The theorem `christoffel_darboux_confluent` says that the finite sum of p_j(x)² over j = 0, …, n equals b_(n+1) (p_(n+1)′(x) p_n(x) − p_n′(x) p_(n+1)(x)), provided b_1, …, b_(n+1) are nonzero. The point x lies in any field that is an algebra over the reals, and the squares are plain squares, not squared moduli. The attempt goes by induction on n: it differentiates the first Lanczos step for the base case, and in the successor case it gets no further than specialising the induction hypothesis.

This version doesn't compile in Lean 4 with Mathlib:

```lean
import Mathlib

open Polynomial

namespace ChristoffelDarbouxConfluent

/-- The Lanczos polynomials `p_j` with diagonal coefficients `a_j` and off-diagonal coefficients
`b_j`. They obey the Lanczos recurrence if `b_1, b_2, …` are nonzero; the value `b_0` is never used.
-/
noncomputable def lanczosPoly (a b : ℕ → ℝ) : ℕ → ℝ[X]
  | 0 => 1
  | 1 => C ((b 1)⁻¹) * (X - C (a 0))
  | (j + 2) => C ((b (j + 2))⁻¹) *
      ((X - C (a (j + 1))) * lanczosPoly a b (j + 1) - C (b (j + 1)) * lanczosPoly a b j)

/-- The Lanczos polynomials start from `p_0 = 1`. -/
theorem lanczosPoly_zero (a b : ℕ → ℝ) : lanczosPoly a b 0 = 1 := by
  rw [lanczosPoly]

/-- The first Lanczos step, where `p_(-1) = 0`: if `b_1` is nonzero,
then `b_1 p_1 = X - a_0`. -/
theorem lanczosPoly_first (a b : ℕ → ℝ) (h : b 1 ≠ 0) :
    C (b 1) * lanczosPoly a b 1 = X - C (a 0) := by
  rw [lanczosPoly, ← mul_assoc, ← C_mul, mul_inv_cancel₀ h, C_1, one_mul]

/-- The three-term Lanczos recurrence: if `b_(j+2)` is nonzero, then
`b_(j+2) p_(j+2) = (X - a_(j+1)) p_(j+1) - b_(j+1) p_j`. -/
theorem lanczosPoly_step (a b : ℕ → ℝ) (j : ℕ) (h : b (j + 2) ≠ 0) :
    C (b (j + 2)) * lanczosPoly a b (j + 2) =
      (X - C (a (j + 1))) * lanczosPoly a b (j + 1) - C (b (j + 1)) * lanczosPoly a b j := by
  rw [lanczosPoly, ← mul_assoc, ← C_mul, mul_inv_cancel₀ h, C_1, one_mul]

/-- The confluent Christoffel-Darboux formula, with `m = n + 1` and `b_1, …, b_m` nonzero:
the sum of `p_j(x)^2` over `j < m` equals
`b_m (p_m'(x) p_(m-1)(x) - p_(m-1)'(x) p_m(x))`. -/
theorem christoffel_darboux_confluent {K : Type*} [Field K] [Algebra ℝ K] (a b : ℕ → ℝ)
    (n : ℕ) (hb : ∀ j ≤ n, b (j + 1) ≠ 0) (x : K) :
    ∑ j ∈ Finset.range (n + 1), aeval x (lanczosPoly a b j) ^ 2 =
      b (n + 1) •
        (aeval x (derivative (lanczosPoly a b (n + 1))) * aeval x (lanczosPoly a b n) -
          aeval x (derivative (lanczosPoly a b n)) * aeval x (lanczosPoly a b (n + 1))) := by
  induction n with
  | zero =>
    have hd := congrArg (fun q : ℝ[X] => aeval x (derivative q))
      (lanczosPoly_first a b (hb 0 le_rfl))
    simp only [derivative_mul, derivative_sub, derivative_C, derivative_X, map_add, map_sub,
      map_mul, map_zero, map_one, aeval_C] at hd
    simp only [zero_add, Finset.sum_range_one, lanczosPoly_zero, derivative_one, map_one,
      map_zero, Algebra.smul_def]
    linear_combination -hd
  | succ n ih =>
    have ih' := ih (fun j hj => hb j (by omega))
    -the_recurrence

end ChristoffelDarbouxConfluent
```

Messages:

```
Main.lean:53:5: error(lean.unknownIdentifier): Unknown identifier `the_recurrence`
Main.lean:52:16: error: Application type mismatch: The argument
  ih fun j hj => hb j (Decidable.byContradiction fun a => christoffel_darboux_confluent._proof_1_1 n j hj a)
has type
  ∑ j ∈ Finset.range (n + 1), (aeval x) (lanczosPoly a b j) ^ 2 =
    b (n + 1) •
      ((aeval x) (derivative (lanczosPoly a b (n + 1))) * (aeval x) (lanczosPoly a b n) -
        (aeval x) (derivative (lanczosPoly a b n)) * (aeval x) (lanczosPoly a b (n + 1)))
of sort `Prop` but is expected to have type
  ?m.182
of sort `Type ?u.177` in the application
  HSub.hSub ⋯
Main.lean:46:31: warning: This simp argument is unused:
  derivative_sub

Hint: Omit it from the simp argument list.
  [apply] simp only [derivative_mul, derivative_C, derivative_X, map_add, map_sub, map_mul, map_zero, map_one,
    aeval_C] at hd

Note: This linter can be disabled with `set_option linter.unusedSimpArgs false`
```

Diagnosis. The line `-the_recurrence` begins with a single hyphen, so it is not a comment. Lean reads it as a continuation of the line above, making the value of `ih'` a subtraction, `ih (...) - the_recurrence`. Hence both errors: no `the_recurrence` exists, and the left operand is a proof of an equation, whereas `HSub.hSub` needs an element of a type in some `Type u`.

With `--` the line is a comment, and `ih'` is just the induction hypothesis. That alone would leave the successor case unproved, so the repair supplies the argument. It takes the recurrence from `lanczosPoly_step` and evaluates it at `x`, both as it stands (`hx`) and differentiated (`hd`). `Finset.sum_range_succ` splits off the new square, and `Algebra.smul_def` turns scalar action into multiplication, in the goal and in `ih'`. `linear_combination` then combines the three equations to give the goal.

Dropping `derivative_sub` from the base case is mere tidying, prompted by the unused-argument warning.

The change, after which it compiles:

```diff
@@ -44,5 +44,5 @@
     have hd := congrArg (fun q : ℝ[X] => aeval x (derivative q))
       (lanczosPoly_first a b (hb 0 le_rfl))
-    simp only [derivative_mul, derivative_sub, derivative_C, derivative_X, map_add, map_sub,
+    simp only [derivative_mul, derivative_C, derivative_X, map_add, map_sub,
       map_mul, map_zero, map_one, aeval_C] at hd
     simp only [zero_add, Finset.sum_range_one, lanczosPoly_zero, derivative_one, map_one,
@@ -51,5 +51,15 @@
   | succ n ih =>
     have ih' := ih (fun j hj => hb j (by omega))
-    -the_recurrence
+    -- the recurrence and its derivative at the point
+    have h := lanczosPoly_step a b n (hb (n + 1) le_rfl)
+    have hx := congrArg (fun q : ℝ[X] => aeval x q) h
+    have hd := congrArg (fun q : ℝ[X] => aeval x (derivative q)) h
+    simp only [map_mul, map_sub, aeval_C, aeval_X] at hx
+    simp only [derivative_mul, derivative_C, derivative_X, map_add, map_sub,
+      map_mul, map_zero, map_one, aeval_C, aeval_X] at hd
+    rw [Algebra.smul_def] at ih'
+    rw [Finset.sum_range_succ, Algebra.smul_def]
+    linear_combination ih' - aeval x (lanczosPoly a b (n + 1)) * hd +
+      aeval x (derivative (lanczosPoly a b (n + 1))) * hx
 
 end ChristoffelDarbouxConfluent
```
